# A solution of the decoupling equation factorises the characteristic polynomial of a block Hamiltonian

Let a finite complex matrix, the Hamiltonian, have blocks `A`, `B`, `C`, `D`, and let `X` solve the decoupling equation C + DX = X(A + BX). The theorem states that the characteristic polynomial of the full matrix is then the product of those of A + BX and D − XB, so that the two smaller matrices together carry all its eigenvalues, counted with algebraic multiplicity. The Hamiltonian need not be Hermitian, and the existence of `X` is assumed, not proved. The attempt writes the Hamiltonian as a block upper triangular matrix conjugated by an invertible matrix `T`, then uses the invariance of the characteristic polynomial under conjugation and its factorisation for block triangular matrices.

An attempt in Lean 4 with a fault in it:

```lean
import Mathlib

open Matrix

namespace CharpolyFactorization

variable {m n : Type*} [Fintype m] [Fintype n]

/-- The decoupling equation `C + D X = X (A + B X)` for the Hamiltonian with blocks
`A`, `B`, `C`, `D`. -/
def Decouples (A : Matrix m m ℂ) (B : Matrix m n ℂ) (C : Matrix n m ℂ) (D : Matrix n n ℂ)
    (X : Matrix n m ℂ) : Prop :=
  C + D * X = X * (A + B * X)

variable {A : Matrix m m ℂ} {B : Matrix m n ℂ} {C : Matrix n m ℂ} {D : Matrix n n ℂ}
  {X : Matrix n m ℂ}

/-- If `X` solves the decoupling equation, the characteristic polynomial of the full
Hamiltonian is the product of those of `A + B X` and `D - X B`. -/
theorem charpoly_factorization [DecidableEq m] [DecidableEq n] (h : Decouples A B C D X) :
    (fromBlocks A B C D).charpoly = (A + B * X).charpoly * (D - X * B).charpoly := by
  -- the change of basis that takes the upper components to the graph of `X`
  let T : (Matrix (m ⊕ n) (m ⊕ n) ℂ)ˣ :=
    ⟨fromBlocks 1 0 X 1, fromBlocks 1 0 (-X) 1,
      by simp [fromBlocks_multiply], by simp [fromBlocks_multiply]⟩
  have hT : fromBlocks A B C D =
      T.val * fromBlocks (A + B * X) B 0 (D - X * B) * T⁻¹.val := by
    change _ = fromBlocks 1 0 X 1 * fromBlocks (A + B * X) B 0 (D - X * B) *
      fromBlocks 1 0 (-X) 1
    rw [fromBlocks_multiply, fromBlocks_multiply, fromBlocks_inj]
    refine ⟨by simp, by simp, ?_, by simp⟩
    simp only [Matrix.one_mul, Matrix.mul_one, Matrix.mul_zero, add_zero,
      add_sub_cancel, Matrix.mul_neg]
    rw [← sub_eq_add_neg]
    exact eq_sub_of_add_eq h
  rw [hT, charpoly_units_conj, charpoly_fromBlocks_zero₂₁]

end CharpolyFactorization
```

The error:

```
Main.lean:36:10: error: Tactic `rewrite` failed: Did not find an occurrence of the pattern
  (↑?M * ?N * (↑?M)⁻¹).charpoly
in the target expression
  (↑T * fromBlocks (A + B * X) B 0 (D - X * B) * ↑T⁻¹).charpoly = (A + B * X).charpoly * (D - X * B).charpoly

m : Type u_1
n : Type u_2
inst✝³ : Fintype m
inst✝² : Fintype n
A : Matrix m m ℂ
B : Matrix m n ℂ
C : Matrix n m ℂ
D : Matrix n n ℂ
X : Matrix n m ℂ
inst✝¹ : DecidableEq m
inst✝ : DecidableEq n
h : Decouples A B C D X
T : (Matrix (m ⊕ n) (m ⊕ n) ℂ)ˣ :=
  { val := fromBlocks 1 0 X 1, inv := fromBlocks 1 0 (-X) 1, val_inv := ⋯, inv_val := ⋯ }
hT : fromBlocks A B C D = ↑T * fromBlocks (A + B * X) B 0 (D - X * B) * ↑T⁻¹
⊢ (↑T * fromBlocks (A + B * X) B 0 (D - X * B) * ↑T⁻¹).charpoly = (A + B * X).charpoly * (D - X * B).charpoly
```

What went wrong. The message says that `rw` found nothing in the goal of the form `(↑?M * ?N * (↑?M)⁻¹).charpoly`, which is the left side of `charpoly_units_conj`. The goal has `↑T⁻¹` where the pattern has `(↑?M)⁻¹`, and the two differ in the order of inversion and coercion. In `↑T⁻¹` the inverse is taken in the group of units and the result is then read as a matrix; in `(↑?M)⁻¹` the unit is first read as a matrix, and the matrix inverse is taken afterwards. For a unit the two are equal, but that equality is a lemma, and `rw` does not apply it by itself when looking for the pattern.

The repair inserts `Matrix.coe_units_inv`, which rewrites `↑T⁻¹` as `(↑T)⁻¹`. The goal then has the form that `charpoly_units_conj` expects, and the conjugation by `T` can be removed. This leaves the characteristic polynomial of the block triangular matrix, which `charpoly_fromBlocks_zero₂₁` factorises as before.

Lean accepts the file once it reads:

```diff
@@ -34,5 +34,5 @@
     rw [← sub_eq_add_neg]
     exact eq_sub_of_add_eq h
-  rw [hT, charpoly_units_conj, charpoly_fromBlocks_zero₂₁]
+  rw [hT, Matrix.coe_units_inv, charpoly_units_conj, charpoly_fromBlocks_zero₂₁]
 
 end CharpolyFactorization
```
